# Wigner's sum as a Jacobi polynomial for m' ≥ |m|

Added up term by term in floating-point arithmetic, Wigner's sum for a rotation matrix element can lose many digits at large angular momentum, because large terms of alternating sign cancel. Nor does the sum show at which angles the element vanishes. Both problems are easier once the sum is written as a Jacobi polynomial in cos β times simple factors. Jacobi polynomials have a well-known three-term recurrence (not used below).

Let j be the angular momentum, integer or half-integer, let m' and m be two of its projections with m' ≥ |m|, and let β be the rotation angle. Set k = j − m', a = m' − m, b = m' + m, s = sin(β/2) and c = cos(β/2). In the sign convention where the element with j = 1/2, m' = 1/2 and m = −1/2 is −sin(β/2),

d^j_m'm(β) = (−1)^a √[(j+m')!(j−m')! / ((j+m)!(j−m)!)] s^a c^b P(cos β),

where P = P_k^(a,b) is the polynomial fixed by Rodrigues' formula.

```lean
import Mathlib

open Polynomial
open scoped Nat

namespace WignerJacobi

noncomputable section
```

## Wigner's sum in natural numbers

The starting point is

d^j_m'm(β) = √[(j+m')!(j−m')!(j+m)!(j−m)!] Σ_t (−1)^(m'−m+t) c^(2j+m−m'−2t) s^(m'−m+2t) / [(j+m−t)! t! (m'−m+t)! (j−m'−t)!],

with t running over all values that leave no factorial argument negative. To treat both kinds of spin at once, the code uses the natural numbers N = 2j, p = j + m' and q = j + m. For p, q ≤ N, the filter on t ensures that no subtraction of naturals is cut off at zero.

This sum is taken as the definition of d; it is not derived here from the rotation operator exp(−iβJ_y). It fixes the sign convention: for j = 1/2, the element with m' = 1/2 and m = −1/2 is −sin(β/2).

```lean
/-- Wigner's sum for `d^j_{m'm}(β)`, with `N = 2j`, `p = j + m'`, `q = j + m`, for `p, q ≤ N`.
The index `t` runs over the values for which all factorial arguments are non-negative. -/
def wignerSmallD (N p q : ℕ) (β : ℝ) : ℝ :=
  Real.sqrt (((p ! : ℝ) * ((N - p)! : ℝ)) * ((q ! : ℝ) * ((N - q)! : ℝ))) *
    ∑ t ∈ Finset.filter (fun t => t ≤ q ∧ t + p ≤ N ∧ q ≤ p + t) (Finset.range (N + 1)),
      (-1 : ℝ) ^ (p + t - q) * Real.cos (β / 2) ^ ((q - t) + (N - p - t)) *
        Real.sin (β / 2) ^ ((p + t - q) + t) /
        (((q - t)! : ℝ) * (t ! : ℝ) * ((p + t - q)! : ℝ) * ((N - p - t)! : ℝ))
```

## Rodrigues' formula and an explicit solution

The polynomial P is specified by

(1−x)^a (1+x)^b P(x) = (−1)^k/(2^k k!) d^k/dx^k [(1−x)^(a+k) (1+x)^(b+k)].

In Lean this is a condition on a real polynomial `P`, with `X` the variable x and `C` marking constants. Keeping the weight on the left avoids dividing by it.

```lean
/-- Rodrigues' formula for the polynomial `P = P_k^(a,b)`:
`(1-x)^a (1+x)^b P = (-1)^k/(2^k k!) d^k/dx^k [(1-x)^(a+k) (1+x)^(b+k)]`. -/
def Rodrigues (k a b : ℕ) (P : ℝ[X]) : Prop :=
  (1 - X) ^ a * (1 + X) ^ b * P =
    C ((-1 : ℝ) ^ k / (2 ^ k * (k ! : ℝ))) *
      derivative^[k] ((1 - X) ^ (a + k) * (1 + X) ^ (b + k))
```

The candidate solution is

J(x) = 2^(−k) Σ_t (−1)^t (a+k)!(b+k)! / [t!(k−t)!(a+t)!(b+k−t)!] (1−x)^t (1+x)^(k−t), with t = 0, …, k.

```lean
/-- The Jacobi polynomial as an explicit sum over powers of `1 - x` and `1 + x`. -/
def jacobi (k a b : ℕ) : ℝ[X] :=
  ∑ t ∈ Finset.range (k + 1),
    C ((-1 : ℝ) ^ t * ((a + k)! : ℝ) * ((b + k)! : ℝ) /
      ((t ! : ℝ) * ((k - t)! : ℝ) * ((a + t)! : ℝ) * ((b + (k - t))! : ℝ)) / 2 ^ k) *
      (1 - X) ^ t * (1 + X) ^ (k - t)
```

To check it, we need repeated derivatives of powers. If L has constant slope e, then

d^i/dx^i L^(n+i) = e^i (n+i)!/n! L^n.

This follows by induction on i. The case i, applied to n+1, gives e^i (n+1+i)!/(n+1)! L^(n+1), and one more derivative brings down (n+1)e. The identity `key` in the code is this bookkeeping of coefficients.

```lean
/-- The `i`-th derivative of the power `n + i` of a polynomial `L` with constant slope `e`. -/
theorem iterate_derivative_linear_pow (L : ℝ[X]) (e : ℝ) (hL : derivative L = C e) (i : ℕ) :
    ∀ n : ℕ, derivative^[i] (L ^ (n + i)) =
      C (e ^ i * (((n + i)! : ℝ) / (n ! : ℝ))) * L ^ n := by
  induction i with
  | zero =>
    intro n
    have hn : (n ! : ℝ) ≠ 0 := by positivity
    simp [div_self hn]
  | succ i ih =>
    intro n
    have hn : (n ! : ℝ) ≠ 0 := by positivity
    have hn1 : (n : ℝ) + 1 ≠ 0 := by positivity
    have hf : ((n + 1)! : ℝ) = ((n : ℝ) + 1) * (n ! : ℝ) := by
      rw [Nat.factorial_succ]; push_cast; rfl
    have key : e ^ (i + 1) * (((n + 1 + i)! : ℝ) / (n ! : ℝ)) =
        e ^ i * (((n + 1 + i)! : ℝ) / ((n + 1)! : ℝ)) * ((n : ℝ) + 1) * e := by
      rw [hf, pow_succ]
      field_simp
    rw [show n + (i + 1) = n + 1 + i by omega, Function.iterate_succ_apply', ih (n + 1),
      derivative_C_mul, derivative_pow_succ, hL, key]
    simp only [C_mul]
    ring
```

Now apply Leibniz' rule and write r = k − t. The term with index t contains

d^r/dx^r (1−x)^(a+k) = (−1)^r (a+k)!/(a+t)! (1−x)^(a+t),

d^t/dx^t (1+x)^(b+k) = (b+k)!/(b+r)! (1+x)^(b+r),

and the binomial coefficient k!/(t! r!). The prefactor cancels k!, and the signs combine to (−1)^(k+r) = (−1)^t. What remains is (1−x)^a (1+x)^b times the term of J with the same t. In the proof, `h1` and `h2` are the two derivatives, `hs` is the sign and `hcoef` the full coefficient. So Rodrigues' condition has a solution for all natural k, a and b.

```lean
/-- The explicit Jacobi polynomial satisfies Rodrigues' formula. -/
theorem jacobi_rodrigues (k a b : ℕ) : Rodrigues k a b (jacobi k a b) := by
  unfold Rodrigues jacobi
  -- Leibniz' rule, then comparison term by term
  rw [iterate_derivative_mul, Finset.mul_sum, Finset.mul_sum]
  refine Finset.sum_congr rfl fun t ht => ?_
  obtain ⟨r, rfl⟩ := Nat.exists_eq_add_of_le (Nat.lt_succ_iff.mp (Finset.mem_range.mp ht))
  have h1 := iterate_derivative_linear_pow (1 - X) (-1) (by simp) r (a + t)
  have h2 := iterate_derivative_linear_pow (1 + X) 1 (by simp) t (b + r)
  have hc : (((t + r).choose t : ℕ) : ℝ[X]) = C (((t + r).choose t : ℕ) : ℝ) :=
    (map_natCast C _).symm
  have hch : (((t + r).choose t : ℕ) : ℝ) = ((t + r)! : ℝ) / ((t ! : ℝ) * (r ! : ℝ)) := by
    have h := Nat.choose_mul_factorial_mul_factorial (Nat.le_add_right t r)
    rw [Nat.add_sub_cancel_left] at h
    rw [eq_div_iff (by positivity), ← mul_assoc]
    exact_mod_cast h
  have hs : (-1 : ℝ) ^ (t + r) * (-1) ^ r = (-1) ^ t := by
    rw [pow_add, mul_assoc, ← mul_pow]; simp
  have hcoef : (-1 : ℝ) ^ (t + r) / (2 ^ (t + r) * ((t + r)! : ℝ)) *
      (((t + r).choose t : ℕ) : ℝ) * ((-1) ^ r * (((a + t + r)! : ℝ) / ((a + t)! : ℝ))) *
      (1 ^ t * (((b + r + t)! : ℝ) / ((b + r)! : ℝ))) =
      (-1 : ℝ) ^ t * ((a + t + r)! : ℝ) * ((b + r + t)! : ℝ) /
        ((t ! : ℝ) * (r ! : ℝ) * ((a + t)! : ℝ) * ((b + r)! : ℝ)) / 2 ^ (t + r) := by
    rw [hch, ← hs, one_pow]
    field_simp
  rw [show t + r - t = r by omega, show a + (t + r) = a + t + r by omega,
    show b + (t + r) = b + r + t by omega, h1, h2, nsmul_eq_mul, hc, ← hcoef]
  simp only [C_mul]
  ring
```

The solution is unique. If P and Q both satisfy the formula, then

(1−x)^a (1+x)^b P = (1−x)^a (1+x)^b Q.

The weight is a non-zero polynomial, since 1−x and 1+x both equal 1 at x = 0, and a non-zero factor can be cancelled between real polynomials.

```lean
/-- Rodrigues' formula fixes the polynomial uniquely. -/
theorem rodrigues_unique {k a b : ℕ} {P Q : ℝ[X]}
    (hP : Rodrigues k a b P) (hQ : Rodrigues k a b Q) : P = Q := by
  have h1 : (1 - X : ℝ[X]) ≠ 0 := by
    intro h
    have h0 := congrArg (eval 0) h
    simp at h0
  have h2 : (1 + X : ℝ[X]) ≠ 0 := by
    intro h
    have h0 := congrArg (eval 0) h
    simp at h0
  exact mul_left_cancel₀ (mul_ne_zero (pow_ne_zero a h1) (pow_ne_zero b h2))
    (hP.trans hQ.symm)
```

## Half angles and the range of t

At x = cos β the double-angle formula gives

1 − cos β = 2s², 1 + cos β = 2c².

Hence (1−x)^t (1+x)^(k−t) = 2^k s^(2t) c^(2(k−t)), and the powers of two in J cancel.

```lean
/-- The Jacobi polynomial at `cos β`, written in the half-angle sine and cosine. -/
theorem jacobi_eval_cos (k a b : ℕ) (β : ℝ) :
    (jacobi k a b).eval (Real.cos β) = ∑ t ∈ Finset.range (k + 1),
      (-1 : ℝ) ^ t * ((a + k)! : ℝ) * ((b + k)! : ℝ) /
        ((t ! : ℝ) * ((k - t)! : ℝ) * ((a + t)! : ℝ) * ((b + (k - t))! : ℝ)) *
        Real.sin (β / 2) ^ (2 * t) * Real.cos (β / 2) ^ (2 * (k - t)) := by
  have h := Real.cos_two_mul (β / 2)
  rw [show 2 * (β / 2) = β by ring] at h
  have h1 : 1 - Real.cos β = 2 * Real.sin (β / 2) ^ 2 := by
    linarith [Real.sin_sq_add_cos_sq (β / 2)]
  have h2 : 1 + Real.cos β = 2 * Real.cos (β / 2) ^ 2 := by linarith
  unfold jacobi
  rw [Polynomial.eval_finsetSum]
  refine Finset.sum_congr rfl fun t ht => ?_
  obtain ⟨r, rfl⟩ := Nat.exists_eq_add_of_le (Nat.lt_succ_iff.mp (Finset.mem_range.mp ht))
  -- the powers of two cancel
  have key : ∀ K s c : ℝ, K / 2 ^ (t + r) * (2 * s ^ 2) ^ t * (2 * c ^ 2) ^ r =
      K * s ^ (2 * t) * c ^ (2 * r) := by
    intro K s c
    rw [div_mul_eq_mul_div, div_mul_eq_mul_div, div_eq_iff (by positivity)]
    ring
  simp only [eval_mul, eval_C, eval_pow, eval_sub, eval_add, eval_one, eval_X, h1, h2,
    Nat.add_sub_cancel_left]
  exact key _ _ _
```

On Wigner's side, the definitions of k, a and b become the hypotheses

p + k = N, q + a = p, N + b = p + q.

Since k, a and b are naturals, these also encode m' ≤ j and m' ≥ |m|. They imply q = b + k and N − q = a + k. The condition t ≤ N − p is then t ≤ k, and it implies the other two, t ≤ q and q ≤ p + t. The sum therefore runs from 0 to k, with

q − t = b + (k−t), p + t − q = a + t, N − p − t = k − t.

Lean's `omega` settles these integer statements.

```lean
/-- For `m' ≥ |m|` the index in Wigner's sum runs from `0` to `k = j - m'`. -/
theorem wignerSmallD_eq_sum {N p q k a b : ℕ} (hk : p + k = N) (ha : q + a = p)
    (hb : N + b = p + q) (β : ℝ) :
    wignerSmallD N p q β =
      Real.sqrt (((p ! : ℝ) * ((N - p)! : ℝ)) * ((q ! : ℝ) * ((N - q)! : ℝ))) *
      ∑ t ∈ Finset.range (k + 1), (-1 : ℝ) ^ (a + t) *
        Real.cos (β / 2) ^ (b + 2 * (k - t)) * Real.sin (β / 2) ^ (a + 2 * t) /
        (((b + (k - t))! : ℝ) * (t ! : ℝ) * ((a + t)! : ℝ) * ((k - t)! : ℝ)) := by
  have hset : Finset.filter (fun t => t ≤ q ∧ t + p ≤ N ∧ q ≤ p + t) (Finset.range (N + 1)) =
      Finset.range (k + 1) := by
    ext t
    simp only [Finset.mem_filter, Finset.mem_range]
    omega
  unfold wignerSmallD
  rw [hset]
  congr 1
  refine Finset.sum_congr rfl fun t ht => ?_
  have htk := Finset.mem_range.mp ht
  rw [show q - t = b + (k - t) by omega, show p + t - q = a + t by omega,
    show N - p - t = k - t by omega]
  ring
```

## Matching the two sums

Put y = p!(N−p)! and z = q!(N−q)! = (b+k)!(a+k)!. Since z > 0,

√(yz) = √(y/z) z.

The factor z supplies the numerator (a+k)!(b+k)! of J(cos β), and (−1)^a s^a c^b comes out of every term. The two sums then agree term by term. In the proof, `aux` is the square-root identity (with `x` in place of y), uniqueness replaces `P` by `jacobi k a b`, and `ring` compares the terms.

```lean
/-- Wigner's sum in Jacobi form: for `m' ≥ |m|`, `k = j - m'`, `a = m' - m`, `b = m' + m`, and
`P` fixed by Rodrigues' formula, `d^j_{m'm}(β)` is
`(-1)^a √((j+m')!(j-m')!/((j+m)!(j-m)!)) sin^a(β/2) cos^b(β/2) P(cos β)`.
Here `N = 2j`, `p = j + m'`, `q = j + m`. -/
theorem wignerSmallD_eq_jacobi {N p q k a b : ℕ} (hk : p + k = N) (ha : q + a = p)
    (hb : N + b = p + q) {P : ℝ[X]} (hP : Rodrigues k a b P) (β : ℝ) :
    wignerSmallD N p q β = (-1) ^ a *
      Real.sqrt (((p ! : ℝ) * ((N - p)! : ℝ)) / ((q ! : ℝ) * ((N - q)! : ℝ))) *
      Real.sin (β / 2) ^ a * Real.cos (β / 2) ^ b * P.eval (Real.cos β) := by
  have aux : ∀ x z : ℝ, 0 ≤ x → 0 < z → Real.sqrt (x * z) = Real.sqrt (x / z) * z := by
    intro x z hx hz
    have hz' : z ≠ 0 := hz.ne'
    rw [show x * z = x / z * z ^ 2 by field_simp, Real.sqrt_mul (div_nonneg hx hz.le),
      Real.sqrt_sq hz.le]
  have hR := aux ((p ! : ℝ) * ((N - p)! : ℝ)) ((q ! : ℝ) * ((N - q)! : ℝ))
    (by positivity) (by positivity)
  have hq1 : q = b + k := by omega
  have hq2 : N - q = a + k := by omega
  rw [rodrigues_unique hP (jacobi_rodrigues k a b), jacobi_eval_cos,
    wignerSmallD_eq_sum hk ha hb, hR, hq2, hq1, Finset.mul_sum, Finset.mul_sum]
  -- the two sums agree term by term
  refine Finset.sum_congr rfl fun t _ => ?_
  ring
```

The hypothesis `ha` cannot simply be dropped from the theorem. Take j = 1/2, m' = −1/2, m = 1/2, so that N = 1, p = 0, q = 1, and the other two relations give k = 1, b = 0. No natural a satisfies q + a = p. If `ha` is dropped and a = 0 is chosen, Rodrigues' formula gives P(x) = x and the right-hand side is cos β, whereas Wigner's sum is sin(β/2). At β = 0 these are 1 and 0. This does not rule out a version with negative exponents: for a = −1, the value of m' − m here, Rodrigues' formula gives P(x) = −(1−x)/2, and the right-hand side is sin(β/2) wherever s ≠ 0. The theorem covers natural a only.

## Zeros between 0 and π

For 0 < β < π both s and c are positive, so every factor in front of P(cos β) is non-zero and

d^j_m'm(β) = 0 exactly when P(cos β) = 0.

For a rigid symmetric top, the rotational eigenstates with definite angular-momentum projections on a space-fixed axis and on the symmetry axis depend on the angle β between these two axes through a single d with integer j. For these states, the result turns the search for nodes in β strictly between 0 and π into a search for polynomial roots when m' ≥ |m|.

```lean
/-- For `0 < β < π` and `m' ≥ |m|`, the matrix element `d^j_{m'm}(β)` vanishes exactly when
`cos β` is a zero of the Jacobi polynomial. -/
theorem wignerSmallD_eq_zero_iff {N p q k a b : ℕ} (hk : p + k = N) (ha : q + a = p)
    (hb : N + b = p + q) {P : ℝ[X]} (hP : Rodrigues k a b P) {β : ℝ}
    (h0 : 0 < β) (hπ : β < Real.pi) :
    wignerSmallD N p q β = 0 ↔ P.eval (Real.cos β) = 0 := by
  have hs : 0 < Real.sin (β / 2) :=
    Real.sin_pos_of_pos_of_lt_pi (by linarith) (by linarith)
  have hc : 0 < Real.cos (β / 2) :=
    Real.cos_pos_of_mem_Ioo ⟨by linarith, by linarith⟩
  have hR : 0 < Real.sqrt (((p ! : ℝ) * ((N - p)! : ℝ)) / ((q ! : ℝ) * ((N - q)! : ℝ))) :=
    Real.sqrt_pos.mpr (by positivity)
  rw [wignerSmallD_eq_jacobi hk ha hb hP]
  refine ⟨fun h => (mul_eq_zero.mp h).resolve_left ?_, fun h => by rw [h, mul_zero]⟩
  exact mul_ne_zero (mul_ne_zero (mul_ne_zero (pow_ne_zero _ (by norm_num)) hR.ne')
    (pow_ne_zero _ hs.ne')) (pow_ne_zero _ hc.ne')

end

end WignerJacobi
```

```lean
#print axioms WignerJacobi.wignerSmallD_eq_jacobi
#print axioms WignerJacobi.wignerSmallD_eq_zero_iff
```

```
'WignerJacobi.wignerSmallD_eq_jacobi' depends on axioms: [propext, Classical.choice, Quot.sound]
'WignerJacobi.wignerSmallD_eq_zero_iff' depends on axioms: [propext, Classical.choice, Quot.sound]
```
